# The four-qudit state built from the words (i, j, i+j, i+2j) has all pair marginals maximally mixed exactly when d is odd

A: For four qutrits with labels modulo 3, the vector
$$|\psi\rangle=\frac13\sum_{i,j} e_i\otimes e_j\otimes e_{i+j}\otimes e_{i+2j}$$
is a unit vector, and each of its six two-qutrit reduced density matrices is $I/9$. With $d$ levels per site, labels modulo $d$ and prefactor $1/d$, the vector is normalised for every $d\ge 1$. Its pair marginals all equal $I/d^2$ if and only if $d$ is odd.

Q: Before any code, convince me by hand. Why is it normalised?

A: Call $w(i,j)=(i,\,j,\,i+j,\,i+2j)$ a word, and number the sites 0 to 3. The first two letters of a word are $i$ and $j$, so the $d^2$ words are distinct. The amplitude $\psi(s)$ is $1/d$ if $s$ is a word and $0$ otherwise, and the squared norm is $d^2\cdot 1/d^2=1$.

Q: And the marginals?

A: Take sites $p\ne q$, a row index $x$ and a column index $y$, each a pair of letters. The partial trace gives
$$\rho_{pq}(x,y)=\sum_{s,t}\psi(s)\,\overline{\psi(t)}=\frac{N(x,y)}{d^2},$$
where $s$ shows $x$ at $p,q$, $t$ shows $y$ there, and the two agree at the other sites. $N(x,y)$ counts the pairs of words that satisfy this.

For odd $d$, two letters at known sites fix the word:

- $i$ and $j$ are the parameters themselves.
- From $i$ and $i+j$, subtraction gives $j$.
- From $i$ and $i+2j$, subtraction gives $2j$. Writing $d=2k+1$, we have $2\cdot(-k)=1$ modulo $d$, so $j$ follows.
- From $j$ and either $i+j$ or $i+2j$, subtraction gives $i$.
- From $i+j$ and $i+2j$, the difference is $j$, and then $i$ follows.

Two words that agree at both traced-out sites are therefore equal, which forces $x=y$. The map from words to their letters at $p,q$ is injective between sets of size $d^2$, hence bijective, so exactly one word shows $x$. Thus $N(x,y)=\delta_{xy}$ and $\rho_{pq}=I/d^2$.

For even $d$, look at sites 0 and 3. A word with letters $0$ and $1$ there needs $2j=1$ modulo $d$, which is impossible modulo 2. That diagonal entry is $0$, not $1/d^2$.

Q: Fine. Now show me that the formal version concerns the same object.

In Lean 4 with Mathlib:

```lean
import Mathlib

open Finset

namespace FourQuditMaximallyMixed

noncomputable section
```

A: A basis label assigns a level to each site:

```lean
/-- Basis labels of four qudits, each with levels labelled modulo `d`. -/
abbrev Register (d : ℕ) := Fin 4 → ZMod d
```

The words are the ones above, with `c` standing for $(i,j)$:

```lean
variable {d : ℕ}

/-- The basis label `(i, j, i + j, i + 2j)`. -/
def word (c : ZMod d × ZMod d) : Register d :=
  ![c.1, c.2, c.1 + c.2, c.1 + 2 * c.2]
```

A state vector is its family of complex amplitudes. The prefactor is part of the definition, and `NeZero d` excludes $d=0$:

```lean
/-- The amplitudes of `(1/d) ∑ e_i ⊗ e_j ⊗ e_(i+j) ⊗ e_(i+2j)`, summed over all `i, j`. -/
def state (d : ℕ) [NeZero d] (s : Register d) : ℂ :=
  (1 / (d : ℂ)) * ∑ c : ZMod d × ZMod d, if s = word c then 1 else 0
```

Q: I see no tensor product and no density operator. Where is the partial trace?

A: In two definitions. `Links` is the condition on $s$ and $t$ from the sum above:

```lean
/-- The labels `s` and `t` show `x` and `y` at the sites `p, q` and agree at all other sites. -/
def Links (p q : Fin 4) (x y : ZMod d × ZMod d) (s t : Register d) : Prop :=
  s p = x.1 ∧ s q = x.2 ∧ t p = y.1 ∧ t q = y.2 ∧ ∀ r, r ≠ p → r ≠ q → s r = t r
```

It is decidable, so it can serve as the condition of an `if`:

```lean
instance (p q : Fin 4) (x y : ZMod d × ZMod d) (s t : Register d) :
    Decidable (Links p q x y s t) := by
  unfold Links
  infer_instance
```

The marginal then sums $\psi(s)\overline{\psi(t)}$ over linked pairs:

```lean
/-- For `p ≠ q`, the reduced density matrix of the sites `p, q`: the partial trace of `|ψ⟩⟨ψ|` over
the other two sites. -/
def pairMarginal [NeZero d] (ψ : Register d → ℂ) (p q : Fin 4) :
    Matrix (ZMod d × ZMod d) (ZMod d × ZMod d) ℂ :=
  fun x y => ∑ s, ∑ t, if Links p q x y s t then ψ s * starRingEnd ℂ (ψ t) else 0
```

Q: A double sum over all labels looks like too much. A partial trace has one sum over the environment.

A: For $p\ne q$, once $x$ and $y$ are given, a linked pair is fixed by the letters that $s$ and $t$ share at the other two sites. So $d^2$ terms survive, one per environment label. The conjugate sits on the column side, as in $|\psi\rangle\langle\psi|$.

Q: How else might it have been set up?

A: By splitting each label into a pair part and an environment part $z$, and defining $\rho(x,y)=\sum_z\psi(x,z)\overline{\psi(y,z)}$. The entries would be the same and `Links` would disappear, but the definition would then carry a splitting of the register that depends on $p$ and $q$. The present version states the condition directly on whole labels.

Q: Then take me through the proof. Where does oddness enter?

A: Here. `h2` says $2k+1=0$ modulo $d$, and `k01` to `k23` are the six small linear systems. Only `k03` uses `h2`. The closing `fin_cases` runs through all ordered pairs of sites.

```lean
/-- For odd `d`, two words with the same letters at two distinct sites are the same word. -/
theorem word_determined (hd : Odd d) {p q : Fin 4} (hpq : p ≠ q) {c c' : ZMod d × ZMod d}
    (hp : word c p = word c' p) (hq : word c q = word c' q) : c = c' := by
  obtain ⟨k, hk⟩ := hd
  -- `2` is invertible modulo an odd number, with inverse `-k`
  have h2 : (2 * (k : ZMod d) + 1) = 0 := by
    have h : ((2 * k + 1 : ℕ) : ZMod d) = 0 := by
      rw [← hk]
      exact ZMod.natCast_self d
    push_cast at h
    exact h
  obtain ⟨i, j⟩ := c
  obtain ⟨i', j'⟩ := c'
  -- one small linear system for each pair of sites
  have k01 : i = i' → j = j' → (i, j) = (i', j') := by
    rintro rfl rfl
    rfl
  have k02 : i = i' → i + j = i' + j' → (i, j) = (i', j') :=
    fun a b => k01 a (by linear_combination b - a)
  have k03 : i = i' → i + 2 * j = i' + 2 * j' → (i, j) = (i', j') :=
    fun a b => k01 a (by linear_combination (j - j') * h2 - (k : ZMod d) * (b - a))
  have k12 : j = j' → i + j = i' + j' → (i, j) = (i', j') :=
    fun a b => k01 (by linear_combination b - a) a
  have k13 : j = j' → i + 2 * j = i' + 2 * j' → (i, j) = (i', j') :=
    fun a b => k01 (by linear_combination b - 2 * a) a
  have k23 : i + j = i' + j' → i + 2 * j = i' + 2 * j' → (i, j) = (i', j') :=
    fun a b => k01 (by linear_combination 2 * a - b) (by linear_combination b - a)
  fin_cases p <;> fin_cases q <;> first
    | exact (hpq rfl).elim
    | exact k01 hp hq | exact k01 hq hp | exact k02 hp hq | exact k02 hq hp
    | exact k03 hp hq | exact k03 hq hp | exact k12 hp hq | exact k12 hq hp
    | exact k13 hp hq | exact k13 hq hp | exact k23 hp hq | exact k23 hq hp
```

The next lemma turns a sum against the amplitudes into a sum over words:

```lean
/-- Summing a function against the amplitudes of the state is `1/d` times its sum over words. -/
theorem sum_state [NeZero d] (F : Register d → ℂ) :
    ∑ s, state d s * F s = (1 / (d : ℂ)) * ∑ c, F (word c) := by
  have h : ∀ s, state d s * F s
      = ∑ c, (1 / (d : ℂ)) * (if s = word c then F s else 0) := by
    intro s
    simp only [state]
    rw [Finset.mul_sum, Finset.sum_mul]
    refine Finset.sum_congr rfl fun c _ => ?_
    split_ifs <;> ring
  simp_rw [h]
  rw [Finset.sum_comm, Finset.mul_sum]
  refine Finset.sum_congr rfl fun c _ => ?_
  rw [← Finset.mul_sum]
  simp
```

The amplitudes are real, so conjugation does nothing to them:

```lean
/-- The amplitudes of the state are real. -/
theorem state_real [NeZero d] (s : Register d) : starRingEnd ℂ (state d s) = state d s := by
  simp [state]
```

For the norm, `hv` finds amplitude $1/d$ on each word, and `hC` adds up the $d^2$ contributions:

```lean
/-- The state is a unit vector in every local dimension. -/
theorem state_norm (d : ℕ) [NeZero d] : ∑ s, ‖state d s‖ ^ 2 = 1 := by
  have hd : (d : ℂ) ≠ 0 := Nat.cast_ne_zero.2 (NeZero.ne d)
  -- distinct pairs `(i, j)` give distinct words, so each word has amplitude `1/d`
  have hv : ∀ c : ZMod d × ZMod d, state d (word c) = 1 / (d : ℂ) := by
    intro c
    simp only [state]
    rw [Fintype.sum_eq_single c (fun c' h => if_neg fun e =>
      h (Prod.ext (congrFun e 0) (congrFun e 1)).symm), if_pos rfl, mul_one]
  have hC : ∑ s, state d s * state d s = 1 := by
    rw [sum_state (state d)]
    simp only [hv, Finset.sum_const, Finset.card_univ, Fintype.card_prod, ZMod.card,
      nsmul_eq_mul]
    push_cast
    field_simp
  apply Complex.ofReal_injective
  push_cast
  refine Eq.trans (Finset.sum_congr rfl fun s _ => ?_) hC
  rw [← Complex.mul_conj', state_real]
```

Applying `sum_state` to both labels gives the counting formula $N(x,y)/d^2$:

```lean
/-- An entry of `pairMarginal (state d) p q` is `1/d²` times the number of pairs of words that show
its row and column index at `p, q` and agree at all other sites. -/
theorem marginal_entry [NeZero d] (p q : Fin 4) (x y : ZMod d × ZMod d) :
    pairMarginal (state d) p q x y = (1 / (d : ℂ) ^ 2) *
      ∑ c, ∑ c', if Links p q x y (word c) (word c') then (1 : ℂ) else 0 := by
  have h : ∀ s t, (if Links p q x y s t then state d s * starRingEnd ℂ (state d t) else 0)
      = state d s * (state d t * if Links p q x y s t then (1 : ℂ) else 0) := by
    intro s t
    rw [state_real]
    split_ifs <;> simp
  simp only [pairMarginal, h, ← Finset.mul_sum, sum_state]
  ring
```

Q: And the count itself?

A: `hinj` is the injectivity, which on a finite set yields the pair `c₀` whose word shows $x$. `hcomp` supplies the two traced-out sites. `key` says that two words are linked only if both are the word of `c₀` and $x=y$, and `hsum` reads off $\delta_{xy}$.

```lean
/-- For odd `d`, the reduced density matrix of any two distinct sites is `I/d²`. -/
theorem marginal_of_odd [NeZero d] (hd : Odd d) {p q : Fin 4} (hpq : p ≠ q) :
    pairMarginal (state d) p q = (1 / (d : ℂ) ^ 2) • 1 := by
  ext x y
  -- exactly one word shows `x` at the sites `p, q`
  have hinj : Function.Injective
      (fun c : ZMod d × ZMod d => (word c p, word c q)) := fun c c' h =>
    word_determined hd hpq (congrArg Prod.fst h) (congrArg Prod.snd h)
  obtain ⟨c₀, hc₀⟩ := Finite.injective_iff_surjective.1 hinj x
  have h1 : word c₀ p = x.1 := congrArg Prod.fst hc₀
  have h2 : word c₀ q = x.2 := congrArg Prod.snd hc₀
  have hcomp : ∀ p q : Fin 4, p ≠ q →
      ∃ r r' : Fin 4, r ≠ r' ∧ r ≠ p ∧ r ≠ q ∧ r' ≠ p ∧ r' ≠ q := by decide
  obtain ⟨r, r', hrr, hrp, hrq, hrp', hrq'⟩ := hcomp p q hpq
  -- agreement at the two traced-out sites forces the two words to coincide
  have key : ∀ c c', Links p q x y (word c) (word c') ↔ c = c₀ ∧ c' = c₀ ∧ x = y := by
    intro c c'
    constructor
    · rintro ⟨a1, a2, b1, b2, hr⟩
      have e : c = c' := word_determined hd hrr (hr r hrp hrq) (hr r' hrp' hrq')
      have e0 : c = c₀ := word_determined hd hpq (a1.trans h1.symm) (a2.trans h2.symm)
      rw [← e] at b1 b2
      exact ⟨e0, e.symm.trans e0, Prod.ext (a1.symm.trans b1) (a2.symm.trans b2)⟩
    · rintro ⟨e, e', exy⟩
      rw [e, e', ← exy]
      exact ⟨h1, h2, h1, h2, fun _ _ _ => rfl⟩
  have hsum : (∑ c, ∑ c', if Links p q x y (word c) (word c') then (1 : ℂ) else 0)
      = if x = y then 1 else 0 := by
    rw [Fintype.sum_eq_single c₀ (fun c hc => Finset.sum_eq_zero fun c' _ =>
        if_neg fun h => hc ((key c c').1 h).1),
      Fintype.sum_eq_single c₀ (fun c' hc => if_neg fun h => hc ((key c₀ c').1 h).2.1)]
    by_cases hxy : x = y
    · rw [if_pos hxy, if_pos ((key _ _).2 ⟨rfl, rfl, hxy⟩)]
    · rw [if_neg hxy, if_neg fun h => hxy ((key _ _).1 h).2.2]
  rw [marginal_entry, hsum, Matrix.smul_apply, Matrix.one_apply, smul_eq_mul]
```

Q: What does the "only if" direction rule out?

A: Only this formula at even $d$; it says nothing about other four-site states. In the proof, `hz` reduces $2j=1$ modulo 2, so the count for that diagonal entry is zero, which contradicts the assumed value $1/d^2$. In the statement, `1` is the identity matrix, and `p ≠ q` ranges over ordered pairs, so each of the six marginals appears in both orderings of its sites.

```lean
/-- All two-site reduced density matrices of the state equal `I/d²` exactly when the local
dimension `d` is odd. -/
theorem all_marginals_maximallyMixed_iff_odd [NeZero d] :
    (∀ p q : Fin 4, p ≠ q → pairMarginal (state d) p q = (1 / (d : ℂ) ^ 2) • 1) ↔ Odd d := by
  refine ⟨fun h => ?_, fun hd p q hpq => marginal_of_odd hd hpq⟩
  by_contra hodd
  rw [Nat.not_odd_iff_even] at hodd
  -- for even `d` no word has first letter `0` and last letter `1`
  have hz : ∀ c c' : ZMod d × ZMod d, ¬ Links 0 3 (0, 1) (0, 1) (word c) (word c') := by
    rintro c c' ⟨h0, h3, -⟩
    have h0' : c.1 = 0 := h0
    have h3' : c.1 + 2 * c.2 = 1 := h3
    have h4 := congrArg (ZMod.castHom hodd.two_dvd (ZMod 2)) h3'
    rw [h0', zero_add, map_mul, map_one, map_ofNat,
      show (OfNat.ofNat 2 : ZMod 2) = 0 by decide, zero_mul] at h4
    exact zero_ne_one h4
  have h03 := congrFun (congrFun (h 0 3 (by decide)) (0, 1)) (0, 1)
  rw [marginal_entry] at h03
  have hdC : (d : ℂ) ≠ 0 := Nat.cast_ne_zero.2 (NeZero.ne d)
  simp [hz] at h03
  exact pow_ne_zero 2 hdC h03.symm
```

The qutrit statement is the case $d=3$, with the norm included:

```lean
/-- The four-qutrit state is a unit vector, and the reduced density matrix of any two distinct
qutrits is `I/9`. -/
theorem four_qutrits :
    ∑ s, ‖state 3 s‖ ^ 2 = 1 ∧
      ∀ p q : Fin 4, p ≠ q → pairMarginal (state 3) p q = (1 / 9 : ℂ) • 1 := by
  refine ⟨state_norm 3, fun p q hpq => ?_⟩
  have h := marginal_of_odd (d := 3) (by decide) hpq
  have e : (1 / ((3 : ℕ) : ℂ) ^ 2) = 1 / 9 := by norm_num
  rw [e] at h
  exact h

end

end FourQuditMaximallyMixed
```

```lean
#print axioms FourQuditMaximallyMixed.all_marginals_maximallyMixed_iff_odd
#print axioms FourQuditMaximallyMixed.four_qutrits
```

```
'FourQuditMaximallyMixed.all_marginals_maximallyMixed_iff_odd' depends on axioms: [propext, Classical.choice, Quot.sound]
'FourQuditMaximallyMixed.four_qutrits' depends on axioms: [propext, Classical.choice, Quot.sound]
```

Q: So what does a physicist learn from it?

A: That in this one ideal pure state of four qutrits, no measurement confined to two of them can tell their state from complete noise, although the global state is fully known. The theorem takes the vector as given: how to prepare it, and what noise does to it, are separate questions.
